# Second-order bounds on the lowest eigenvalue of an arrowhead CI matrix

## When the second-order energy overshoots

Take a reference determinant of energy 0 and one external determinant of energy 1, coupled by a matrix element of 1. Second-order perturbation theory gives a correlation energy of $-1$. The lowest eigenvalue of the $2\times2$ matrix is $(1-\sqrt5)/2\approx-0.618$, so the perturbative value is too low by more than a third of its own size. The number $-1$ alone gives no sign of this.

A second sum over the same couplings and energies supplies the missing information when the external determinants all lie above the reference and do not couple to each other. Together with the second-order energy it bounds the lowest eigenvalue from the other side, and it shows that the relative error vanishes as the couplings become weak.

## The model

Let $i$ run over a finite set of external determinants. The reference has energy 0, which fixes the origin of energy, and $d_i$ is the energy of determinant $i$ relative to it. The real number $v_i$ couples determinant $i$ to the reference. The CI matrix is

$$
H_{00}=0,\qquad H_{0i}=H_{i0}=v_i,\qquad H_{ij}=d_i\,\delta_{ij}.
$$

Its nonzero entries form an arrowhead: one row, one column and the diagonal. Two further quantities are needed,

$$
E_2=-\sum_i\frac{v_i^2}{d_i},\qquad n=\sum_i\frac{v_i^2}{d_i^2}.
$$

The first is the Epstein–Nesbet second-order energy. The second is the squared norm of the first-order correction, whose amplitudes are $-v_i/d_i$ when the reference has amplitude 1. When the sum of the reference and this correction is normalised, the reference has weight $1/(1+n)$ in it.

We assume $d_i>0$ for every $i$: the reference lies strictly below every external determinant, so no denominator in $E_2$ is zero or negative.

## What is proved

Let $E$ be the lowest eigenvalue of $H$. Then

$$
E_2\le E\le\frac{E_2}{1+n},
$$

and both inequalities are strict if some $v_i\neq0$. If nonzero couplings $v$ are replaced by $tv$, then $E/E_2\to1$ as $t\to0$ with $t\neq0$.

In the Lean file the matrix `ciMatrix v d` is indexed by `Option ι`, where `none` is the reference and `some i` is an external determinant. The set `energies v d` contains the real numbers $\mu$ with $Hx=\mu x$ for some nonzero real vector $x$. The definition of `groundEnergy v d` is the infimum of this set, and `groundEnergy_isLeast` shows that the infimum is itself an eigenvalue. `epsteinNesbet` is $E_2$ and `firstOrderNorm` is $n$.

The hypothesis `hd` states $d_i>0$ for all $i$, and `hv : v ≠ 0` states that at least one coupling is nonzero. Scaled couplings are written `t • v`, and the filter `𝓝[≠] 0` lets $t$ approach 0 without reaching it, since at $t=0$ the ratio would be $0/0$.

The external energies may be degenerate. Couplings between external determinants, a multideterminant reference and complex matrix elements are not covered.

In selected CI, the variational energy is often extrapolated linearly to vanishing second-order correction. If the points lie on a line of unit slope in magnitude that ends at the exact energy, the correction equals the energy still missing. The limit proved here is a related but simpler statement: for a single reference with uncoupled external determinants, the ratio of the missing energy to the correction tends to 1 when all couplings shrink together. It says nothing about a sequence of growing variational spaces.

## Eliminating the external amplitudes

Let $x$ be an eigenvector with eigenvalue $\mu$, reference amplitude $c$ and external amplitudes $x_i$. The rows of $Hx=\mu x$ read

$$
\sum_i v_i x_i=\mu c,\qquad v_i c+d_i x_i=\mu x_i .
$$

Suppose that $\mu<d_i$ for all $i$. The external rows give $x_i=-v_i c/(d_i-\mu)$. If $c$ were zero, all amplitudes would vanish, so $c\neq0$. Inserting the $x_i$ into the reference row and dividing by $c$ gives the secular equation

$$
\mu=-\sum_i\frac{v_i^2}{d_i-\mu}.
$$

Conversely, if $\mu$ solves this equation, then $c=1$ and $x_i=-v_i/(d_i-\mu)$ satisfy every row.

## Locating the lowest root

Write $S(\mu)=\sum_i v_i^2/(d_i-\mu)$. For $\mu\le0$ all denominators are positive and shrink as $\mu$ rises, so $S$ does not decrease. The function $f(\mu)=\mu+S(\mu)$ is continuous on $[E_2,0]$. At the ends of the interval,

$$
f(0)=S(0)=-E_2\ge0,\qquad f(E_2)=E_2+S(E_2)\le E_2+S(0)=0.
$$

Hence $f$ has a root $E$ in $[E_2,0]$, and this root is an eigenvalue. If there were an eigenvalue $\mu<E$, it would also solve the secular equation, and then $\mu=-S(\mu)\ge-S(E)=E$, a contradiction. So $E$ is the lowest eigenvalue.

## Two exact error formulas

Inserting $E=-S(E)$ gives

$$
E-E_2=\sum_i v_i^2\left(\frac1{d_i}-\frac1{d_i-E}\right)
=-E\sum_i\frac{v_i^2}{d_i(d_i-E)}.
$$

In the same way,

$$
E_2-E(1+n)=\sum_i v_i^2\left(\frac1{d_i-E}-\frac1{d_i}-\frac{E}{d_i^2}\right)
=E^2\sum_i\frac{v_i^2}{d_i^2(d_i-E)},
$$

because the first two terms in the bracket combine to $E/[d_i(d_i-E)]$, and subtracting $E/d_i^2$ leaves $E^2/[d_i^2(d_i-E)]$.

Since $E\le0<d_i$, both right-hand sides are nonnegative. The first gives $E_2\le E$. The second gives $E(1+n)\le E_2$, and division by $1+n>0$ yields the upper bound.

If some $v_i\neq0$, then $E_2<0$, and the upper bound forces $E<0$. Both right-hand sides are then positive, so both bounds are strict.

## Weak couplings

Replacing $v$ by $tv$ multiplies $E_2$ and $n$ by $t^2$. Let $E(t)$ be the lowest eigenvalue for couplings $tv$. For $v\neq0$ and $t\neq0$ the number $t^2E_2$ is negative, so dividing the bracket by it reverses the inequalities:

$$
\frac1{1+t^2n}\le\frac{E(t)}{t^2E_2}\le1 .
$$

The left side tends to 1 as $t\to0$, and therefore so does the ratio.

## The Lean file

```lean
import Mathlib

open Matrix Filter Topology

namespace ArrowheadCI

noncomputable section

variable {ι : Type*} [Fintype ι] [DecidableEq ι]

/-- The CI matrix of a reference determinant of energy zero (index `none`) coupled by `v i` to
external determinants of energies `d i`, which do not couple to each other. -/
def ciMatrix (v d : ι → ℝ) : Matrix (Option ι) (Option ι) ℝ :=
  Matrix.of fun a b => match a, b with
    | none, none => 0
    | none, some j => v j
    | some i, none => v i
    | some i, some j => if i = j then d i else 0

/-- The set of eigenvalues of the CI matrix. -/
def energies (v d : ι → ℝ) : Set ℝ :=
  {μ | ∃ x : Option ι → ℝ, x ≠ 0 ∧ ciMatrix v d *ᵥ x = μ • x}

/-- The ground-state energy: the infimum of the eigenvalues of the CI matrix. -/
def groundEnergy (v d : ι → ℝ) : ℝ := sInf (energies v d)

/-- The second-order Epstein-Nesbet energy `E2 = -∑ v_i² / d_i`. -/
def epsteinNesbet (v d : ι → ℝ) : ℝ := -∑ i, v i ^ 2 / d i

/-- The squared norm `n = ∑ v_i² / d_i²` of the first-order wavefunction. -/
def firstOrderNorm (v d : ι → ℝ) : ℝ := ∑ i, v i ^ 2 / d i ^ 2

/-- The reference row of the CI matrix acting on a vector of amplitudes. -/
lemma mulVec_none (v d : ι → ℝ) (x : Option ι → ℝ) :
    (ciMatrix v d *ᵥ x) none = ∑ i, v i * x (some i) := by
  simp [ciMatrix, Matrix.mulVec, dotProduct, Fintype.sum_option]

/-- An external row of the CI matrix acting on a vector of amplitudes. -/
lemma mulVec_some (v d : ι → ℝ) (x : Option ι → ℝ) (i : ι) :
    (ciMatrix v d *ᵥ x) (some i) = v i * x none + d i * x (some i) := by
  simp [ciMatrix, Matrix.mulVec, dotProduct, Fintype.sum_option, ite_mul]

/-- A number below all external energies is an eigenvalue of the CI matrix exactly when it solves
the secular equation `μ = -∑ v_i² / (d_i - μ)`. -/
theorem mem_energies_iff {v d : ι → ℝ} {μ : ℝ} (hμ : ∀ i, μ < d i) :
    μ ∈ energies v d ↔ μ = -∑ i, v i ^ 2 / (d i - μ) := by
  constructor
  · rintro ⟨x, hx, h⟩
    have h0 := congrFun h none
    rw [mulVec_none] at h0
    simp only [Pi.smul_apply, smul_eq_mul] at h0
    -- the external rows fix the external amplitudes
    have hs : ∀ i, x (some i) = -(v i * x none) / (d i - μ) := by
      intro i
      have h1 := congrFun h (some i)
      rw [mulVec_some] at h1
      simp only [Pi.smul_apply, smul_eq_mul] at h1
      rw [eq_div_iff (sub_pos.2 (hμ i)).ne']
      linear_combination h1
    -- hence the reference amplitude cannot vanish
    have hc : x none ≠ 0 := by
      intro hc
      apply hx
      funext a
      cases a with
      | none => exact hc
      | some i => rw [hs i, hc]; simp
    have h2 : ∑ i, v i * x (some i) = (-∑ i, v i ^ 2 / (d i - μ)) * x none := by
      rw [neg_mul, Finset.sum_mul, ← Finset.sum_neg_distrib]
      refine Finset.sum_congr rfl fun i _ => ?_
      rw [hs i]
      ring
    exact mul_right_cancel₀ hc (h0.symm.trans h2)
  · intro h
    refine ⟨fun a => a.elim 1 (fun i => -v i / (d i - μ)), ?_, ?_⟩
    · intro h0
      have h1 := congrFun h0 none
      simp at h1
    · funext a
      cases a with
      | none =>
        rw [mulVec_none]
        simp only [Option.elim_none, Option.elim_some, Pi.smul_apply, smul_eq_mul, mul_one]
        refine Eq.trans ?_ h.symm
        rw [← Finset.sum_neg_distrib]
        exact Finset.sum_congr rfl fun i _ => by ring
      | some i =>
        rw [mulVec_some]
        simp only [Option.elim_none, Option.elim_some, Pi.smul_apply, smul_eq_mul]
        have key : -v i / (d i - μ) * (d i - μ) = -v i :=
          div_mul_cancel₀ _ (sub_pos.2 (hμ i)).ne'
        linear_combination key

/-- For positive external energies the ground-state energy is the lowest eigenvalue of the
CI matrix, and it is not positive. -/
theorem groundEnergy_isLeast (v : ι → ℝ) {d : ι → ℝ} (hd : ∀ i, 0 < d i) :
    IsLeast (energies v d) (groundEnergy v d) ∧ groundEnergy v d ≤ 0 := by
  have h2 : epsteinNesbet v d = -∑ i, v i ^ 2 / d i := rfl
  have hS : 0 ≤ ∑ i, v i ^ 2 / d i :=
    Finset.sum_nonneg fun i _ => div_nonneg (sq_nonneg _) (hd i).le
  have hE2 : epsteinNesbet v d ≤ 0 := by linarith
  -- the sum over external states does not decrease as the energy rises towards zero
  have mono : ∀ a b : ℝ, a ≤ b → b ≤ 0 →
      ∑ i, v i ^ 2 / (d i - a) ≤ ∑ i, v i ^ 2 / (d i - b) := fun a b hab hb =>
    Finset.sum_le_sum fun i _ => div_le_div_of_nonneg_left (sq_nonneg _)
      (by linarith [hd i]) (by linarith)
  have hcont : ContinuousOn (fun E : ℝ => E + ∑ i, v i ^ 2 / (d i - E))
      (Set.Icc (epsteinNesbet v d) 0) := by
    refine continuousOn_id.add (continuousOn_finsetSum _ fun i _ => ?_)
    refine continuousOn_const.div (continuousOn_const.sub continuousOn_id) fun E hE => ?_
    have h : 0 < d i - E := by linarith [hd i, hE.2]
    exact h.ne'
  have hm := mono _ 0 hE2 le_rfl
  simp only [sub_zero] at hm
  -- a root of the secular equation lies between `E2` and zero
  obtain ⟨E, hE, hfE⟩ := intermediate_value_Icc hE2 hcont
    (show (0 : ℝ) ∈ Set.Icc _ _ from ⟨by linarith, by simpa using hS⟩)
  have hsec : E + ∑ i, v i ^ 2 / (d i - E) = 0 := hfE
  have hleast : IsLeast (energies v d) E := by
    refine ⟨(mem_energies_iff fun i => by linarith [hd i, hE.2]).2 (by linarith), ?_⟩
    intro μ hμ
    by_contra hlt
    have hlt' : μ < E := not_le.1 hlt
    have h := (mem_energies_iff fun i => by linarith [hd i, hE.2]).1 hμ
    linarith [mono μ E hlt'.le hE.2]
  have hg : groundEnergy v d = E := hleast.csInf_eq
  rw [hg]
  exact ⟨hleast, hE.2⟩

/-- For positive external energies, exact expressions for the differences of the ground-state energy
`E` from `E2`, and of `E (1 + n)` from `E2`. -/
theorem groundEnergy_errors (v : ι → ℝ) {d : ι → ℝ} (hd : ∀ i, 0 < d i) :
    groundEnergy v d - epsteinNesbet v d =
        -groundEnergy v d * ∑ i, v i ^ 2 / (d i * (d i - groundEnergy v d)) ∧
      epsteinNesbet v d - groundEnergy v d * (1 + firstOrderNorm v d) =
        groundEnergy v d ^ 2 * ∑ i, v i ^ 2 / (d i ^ 2 * (d i - groundEnergy v d)) := by
  obtain ⟨hl, h0⟩ := groundEnergy_isLeast v hd
  have h := (mem_energies_iff fun i => lt_of_le_of_lt h0 (hd i)).1 hl.1
  unfold epsteinNesbet firstOrderNorm
  generalize groundEnergy v d = E at h h0 ⊢
  have hne : ∀ i, d i - E ≠ 0 := fun i => (sub_pos.2 (lt_of_le_of_lt h0 (hd i))).ne'
  constructor
  · have key : ∑ i, v i ^ 2 / d i - ∑ i, v i ^ 2 / (d i - E) =
        -E * ∑ i, v i ^ 2 / (d i * (d i - E)) := by
      rw [Finset.mul_sum, ← Finset.sum_sub_distrib]
      refine Finset.sum_congr rfl fun i _ => ?_
      have h1 := (hd i).ne'
      have h2 := hne i
      field_simp
      ring
    linear_combination key + h
  · have key : ∑ i, v i ^ 2 / (d i - E) - ∑ i, v i ^ 2 / d i - E * ∑ i, v i ^ 2 / d i ^ 2 =
        E ^ 2 * ∑ i, v i ^ 2 / (d i ^ 2 * (d i - E)) := by
      rw [Finset.mul_sum, Finset.mul_sum, ← Finset.sum_sub_distrib, ← Finset.sum_sub_distrib]
      refine Finset.sum_congr rfl fun i _ => ?_
      have h1 := (hd i).ne'
      have h2 := hne i
      field_simp
      ring
    linear_combination key - h

/-- For positive external energies the ground-state energy is at least the Epstein-Nesbet energy
`E2` and at most `E2 / (1 + n)`. -/
theorem groundEnergy_bracket (v : ι → ℝ) {d : ι → ℝ} (hd : ∀ i, 0 < d i) :
    epsteinNesbet v d ≤ groundEnergy v d ∧
      groundEnergy v d ≤ epsteinNesbet v d / (1 + firstOrderNorm v d) := by
  obtain ⟨e1, e2⟩ := groundEnergy_errors v hd
  have h0 := (groundEnergy_isLeast v hd).2
  have hp : ∀ i, 0 ≤ d i - groundEnergy v d := fun i => by linarith [hd i]
  have hn : 0 ≤ firstOrderNorm v d := Finset.sum_nonneg fun i _ => by positivity
  have s1 : 0 ≤ ∑ i, v i ^ 2 / (d i * (d i - groundEnergy v d)) :=
    Finset.sum_nonneg fun i _ => div_nonneg (sq_nonneg _) (mul_nonneg (hd i).le (hp i))
  have s2 : 0 ≤ ∑ i, v i ^ 2 / (d i ^ 2 * (d i - groundEnergy v d)) :=
    Finset.sum_nonneg fun i _ => div_nonneg (sq_nonneg _) (mul_nonneg (sq_nonneg _) (hp i))
  constructor
  · linarith [mul_nonneg (neg_nonneg.2 h0) s1]
  · rw [le_div_iff₀ (by linarith)]
    linarith [mul_nonneg (sq_nonneg (groundEnergy v d)) s2]

omit [DecidableEq ι] in
/-- A sum of squared couplings over positive denominators is positive if some coupling is
nonzero. -/
lemma sum_pos_of_coupling {v w : ι → ℝ} (hv : v ≠ 0) (hw : ∀ i, 0 < w i) :
    0 < ∑ i, v i ^ 2 / w i := by
  obtain ⟨i, hi⟩ := Function.ne_iff.1 hv
  have hi' : v i ≠ 0 := hi
  exact Finset.sum_pos' (fun j _ => div_nonneg (sq_nonneg _) (hw j).le)
    ⟨i, Finset.mem_univ i, div_pos (by positivity) (hw i)⟩

/-- If all external energies are positive and at least one coupling is nonzero, both bounds on the
ground-state energy are strict. -/
theorem groundEnergy_bracket_strict {v d : ι → ℝ} (hv : v ≠ 0) (hd : ∀ i, 0 < d i) :
    epsteinNesbet v d < groundEnergy v d ∧
      groundEnergy v d < epsteinNesbet v d / (1 + firstOrderNorm v d) := by
  obtain ⟨e1, e2⟩ := groundEnergy_errors v hd
  have hn : 0 < firstOrderNorm v d := sum_pos_of_coupling hv fun i => pow_pos (hd i) 2
  have hE2 : epsteinNesbet v d < 0 := neg_lt_zero.2 (sum_pos_of_coupling hv hd)
  have hE : groundEnergy v d < 0 :=
    lt_of_le_of_lt (groundEnergy_bracket v hd).2 (div_neg_of_neg_of_pos hE2 (by linarith))
  have hp : ∀ i, 0 < d i - groundEnergy v d := fun i => by linarith [hd i]
  have s1 := sum_pos_of_coupling hv fun i => mul_pos (hd i) (hp i)
  have s2 := sum_pos_of_coupling hv fun i => mul_pos (pow_pos (hd i) 2) (hp i)
  constructor
  · linarith [mul_pos (neg_pos.2 hE) s1]
  · rw [lt_div_iff₀ (by linarith)]
    linarith [mul_pos (pow_pos (neg_pos.2 hE) 2) s2]

/-- Let all external energies be positive and at least one coupling be nonzero. When all couplings
are scaled by `t`, the ratio of the ground-state energy to the Epstein-Nesbet energy tends to one as
`t` tends to zero. -/
theorem groundEnergy_ratio_tendsto_one {v d : ι → ℝ} (hv : v ≠ 0) (hd : ∀ i, 0 < d i) :
    Tendsto (fun t : ℝ => groundEnergy (t • v) d / epsteinNesbet (t • v) d)
      (𝓝[≠] 0) (𝓝 1) := by
  have hscale : ∀ t : ℝ, firstOrderNorm (t • v) d = t ^ 2 * firstOrderNorm v d := by
    intro t
    unfold firstOrderNorm
    rw [Finset.mul_sum]
    refine Finset.sum_congr rfl fun i _ => ?_
    simp only [Pi.smul_apply, smul_eq_mul]
    ring
  have hc : ContinuousAt (fun t : ℝ => 1 / (1 + t ^ 2 * firstOrderNorm v d)) 0 :=
    ContinuousAt.div (by fun_prop) (by fun_prop) (by simp)
  have hlim : Tendsto (fun t : ℝ => 1 / (1 + t ^ 2 * firstOrderNorm v d)) (𝓝 0) (𝓝 1) := by
    simpa using hc.tendsto
  -- squeeze the ratio between `1 / (1 + t² n)` and `1`
  refine tendsto_of_tendsto_of_tendsto_of_le_of_le' (hlim.mono_left nhdsWithin_le_nhds)
    tendsto_const_nhds ?_ ?_
  all_goals
    filter_upwards [self_mem_nhdsWithin] with t ht
    have hE2 : epsteinNesbet (t • v) d < 0 :=
      neg_lt_zero.2 (sum_pos_of_coupling (smul_ne_zero ht hv) hd)
    obtain ⟨hlo, hup⟩ := groundEnergy_bracket (t • v) hd
  · rw [le_div_iff_of_neg hE2, ← hscale t]
    exact hup.trans_eq (by ring)
  · exact (div_le_one_of_neg hE2).2 hlo

end

end ArrowheadCI
```

```lean
#print axioms ArrowheadCI.groundEnergy_isLeast
#print axioms ArrowheadCI.groundEnergy_bracket_strict
#print axioms ArrowheadCI.groundEnergy_ratio_tendsto_one
```

```
'ArrowheadCI.groundEnergy_isLeast' depends on axioms: [propext, Classical.choice, Quot.sound]
'ArrowheadCI.groundEnergy_bracket_strict' depends on axioms: [propext, Classical.choice, Quot.sound]
'ArrowheadCI.groundEnergy_ratio_tendsto_one' depends on axioms: [propext, Classical.choice, Quot.sound]
```

## How the proof follows the derivation

**Secular equation.** The lemmas `mulVec_none` and `mulVec_some` compute the two kinds of row. In `mem_energies_iff`, the step `hs` solves the external rows, `hc` shows that the reference amplitude is nonzero, and `mul_right_cancel₀` divides by it. The converse supplies the explicit vector with reference amplitude 1 and checks each row.

**Lowest eigenvalue.** In `groundEnergy_isLeast`, `mono` is the monotonicity of $S$ and `hcont` is the continuity of $f$. The root comes from `intermediate_value_Icc`. The step `hleast` rules out any lower eigenvalue by the contradiction above, and `hleast.csInf_eq` identifies the root with the infimum that defines `groundEnergy`.

**Error formulas.** The proof of `groundEnergy_errors` first extracts the secular equation and $E\le0$. With `generalize` it then replaces the ground energy by a plain real number `E`, since nothing else about it is needed. Each `key` is an identity between sums, proved term by term with `field_simp` and `ring`; `linear_combination` then brings in the secular equation.

**Bounds.** In `groundEnergy_bracket`, `s1` and `s2` state that the two error sums are nonnegative, and `le_div_iff₀` turns the upper bound into a statement about $E(1+n)$. The lemma `sum_pos_of_coupling` makes such sums positive when a coupling is nonzero. With it, `groundEnergy_bracket_strict` obtains $E_2<0$, then $E<0$ from the non-strict upper bound, and finally both strict inequalities.

**Limit.** In `groundEnergy_ratio_tendsto_one`, `hscale` proves that $n$ scales as $t^2$. The corresponding rule for $E_2$ is not needed, because the proof divides directly by `epsteinNesbet (t • v) d`, which `hE2` shows to be negative. The lemmas `le_div_iff_of_neg` and `div_le_one_of_neg` handle the reversed inequalities. The limit of the lower bound is `hlim`, and the squeeze theorem `tendsto_of_tendsto_of_tendsto_of_le_of_le'` completes the argument.
